# Gapped Hartree-Fock occupation updates in finitely many fixed orbitals eventually repeat every second step

Put two electrons into two degenerate shells, $a$ and $b$, each with one spin-up and one spin-down orbital. Let all one-electron energies be zero, and let two electrons repel with energy 1 only when they sit in the same shell. Start from the closed shell $a^2$. In its field an orbital of shell $a$ has energy 1, because it feels the electron of opposite spin, and an orbital of shell $b$ has energy 0. Filling the two lowest orbitals gives $b^2$. In the field of $b^2$ the roles are exchanged, and the next filling is $a^2$ again. The updates never settle, although the determinant $a_\uparrow b_\uparrow$ reproduces itself in its own field and has a lower energy.

This jumping between two determinants is the only alternative to convergence in the model treated here: finitely many fixed spin-orbitals, a fixed electron number, a symmetric pair interaction, and a strict gap at every update. Longer cycles are impossible.

## Descent of a two-determinant energy

A determinant is a set $S$ of $N$ occupied spin-orbitals. With one-electron energies $h_i$ and pair interactions $g_{ij}=g_{ji}$, the orbital energies in the field of $S$ are

$$\varepsilon_i(S)=h_i+\sum_{j\in S}g_{ij}.$$

For Hartree-Fock, $g_{ij}$ is the Coulomb minus the exchange integral, and $\varepsilon_i(S)$ is a diagonal element of the Fock matrix. The off-diagonal elements, which would mix the orbitals, are left out because the orbitals are fixed. An undamped update replaces $D_n$ by the set $D_{n+1}$ of the $N$ orbitals lowest in the field of $D_n$. Define for two determinants

$$f(S,T)=\sum_{i\in S}h_i+\sum_{i\in T}h_i+\sum_{i\in T}\sum_{j\in S}g_{ij}.$$

Since $g$ is symmetric, $f(S,T)=f(T,S)$. On the diagonal, $f(S,S)$ is twice the Hartree-Fock energy of $S$.

**Filling the lowest orbitals minimises $f$.** Grouping the terms that belong to $T$ gives

$$f(S,T)=\sum_{i\in S}h_i+\sum_{i\in T}\varepsilon_i(S).$$

Let every orbital in $T$ lie strictly below every orbital outside it, and let $U\neq T$ have the same number of electrons. The orbitals common to $U$ and $T$ cancel in the difference:

$$f(S,U)-f(S,T)=\sum_{i\in U\setminus T}\varepsilon_i(S)-\sum_{i\in T\setminus U}\varepsilon_i(S).$$

Both sums have the same number $k\geq 1$ of terms. If $m$ is the highest orbital in $T\setminus U$, the second sum is at most $k\,\varepsilon_m(S)$, and the first is strictly larger than that. Hence $f(S,T)<f(S,U)$, and $D_{n+1}$ is the unique minimiser of $f(D_n,\cdot)$.

**The value of $f$ falls unless the sequence steps back.** Suppose $D_{n+2}\neq D_n$. Since $D_{n+2}$ is the unique minimiser of $f(D_{n+1},\cdot)$,

$$f(D_{n+1},D_{n+2})<f(D_{n+1},D_n)=f(D_n,D_{n+1}).$$

**The descent ends.** There are finitely many pairs of determinants, so $f(D_n,D_{n+1})$ takes finitely many values and cannot fall at every step. Some $n_0$ therefore has $D_{n_0+2}=D_{n_0}$. Equal determinants have equal successors, because a minimiser that is unique is fixed by the field. So $D_{n_0+3}=D_{n_0+1}$, and by induction $D_{n+2}=D_n$ for all $n\geq n_0$. If $D_{n_0+1}=D_{n_0}$, the sequence is constant from there on; otherwise it alternates between two different determinants.

## Three shells in numbers

Add a third shell $c$ and take $h_a=0$, $h_b=0.4$, $h_c=2$, again with unit repulsion inside a shell only. Start from $c^2$.

| field | $\varepsilon_a$ | $\varepsilon_b$ | $\varepsilon_c$ | next | $f$ (field, next) |
|---|---|---|---|---|---|
| $c^2$ | 0 | 0.4 | 3 | $a^2$ | 4 |
| $a^2$ | 1 | 0.4 | 2 | $b^2$ | 0.8 |
| $b^2$ | 0 | 1.4 | 2 | $a^2$ | 0.8 |

The value of $f$ drops from 4 to 0.8 and then stays there while the occupation alternates between $a^2$ and $b^2$. The Hartree-Fock energy of the determinant does not settle: it alternates between 1 for $a^2$ and 1.8 for $b^2$. Raise $h_b$ to 1.5 and the second row changes: in the field of $a^2$ the energies are 1, 1.5 and 2, so $a^2$ is kept. The values of $f$ are then 4, 2, 2, and the sequence has converged.

## The general theorem in Lean

The type `X` stands for the set of determinants, and `ι` for the set of spin-orbitals.

```lean
import Mathlib

open Finset

namespace SCFOccupationUpdates

noncomputable section

variable {X ι : Type*}
```

The general part uses nothing about electrons. A sequence `D` is self-consistent for `f` if every `E` other than `D (n + 1)` has a strictly larger value of `f (D n)`. The strict inequality excludes ties, so the update leaves no choice.

```lean
/-- An undamped self-consistent sequence: each `D (n+1)` is the unique minimiser of
`f (D n) ·`. -/
def IsSCFSequence (f : X → X → ℝ) (D : ℕ → X) : Prop :=
  ∀ n E, E ≠ D (n + 1) → f (D n) (D (n + 1)) < f (D n) E
```

The descent step assumes that `f` is symmetric (`hf`) and that the sequence does not step back (`hne`). The proof compares `D (n + 2)` with the competitor `D n`, then exchanges the two arguments of `f`. Finiteness plays no part yet.

```lean
/-- For symmetric `f`, the two-determinant energy along a self-consistent sequence falls strictly at
every step that does not return to the determinant before last. -/
theorem energy_descent {f : X → X → ℝ} {D : ℕ → X} (hf : ∀ A B, f A B = f B A)
    (h : IsSCFSequence f D) (n : ℕ) (hne : D (n + 2) ≠ D n) :
    f (D (n + 1)) (D (n + 2)) < f (D n) (D (n + 1)) := by
  have h1 : f (D (n + 1)) (D (n + 2)) < f (D (n + 1)) (D n) :=
    h (n + 1) (D n) (Ne.symm hne)
  rwa [hf (D (n + 1)) (D n)] at h1
```

Next, equal determinants have equal successors. If the successors differed, each would be strictly better than the other in the same field, which `lt_asymm` refutes.

```lean
/-- In a self-consistent sequence, equal determinants have equal successors. -/
theorem successor_determined {f : X → X → ℝ} {D : ℕ → X} (h : IsSCFSequence f D)
    {m n : ℕ} (hmn : D m = D n) : D (m + 1) = D (n + 1) := by
  by_contra hne
  have h1 := h m (D (n + 1)) (Ne.symm hne)
  have h2 := h n (D (m + 1)) hne
  rw [hmn] at h1
  exact lt_asymm h1 h2
```

With `X` finite, the main theorem says that there is an `n₀` beyond which `D (n + 2) = D n`. If no step ever returned, the energies would form a strictly decreasing sequence, and such a sequence is injective. The pairs `(D n, D (n + 1))` would then all be different, which `not_injective_infinite_finite` rules out. The closing induction carries the first return forward through `successor_determined`.

```lean
/-- On a finite set of determinants with symmetric `f`, every undamped self-consistent
sequence satisfies `D (n+2) = D n` for all sufficiently large `n`. -/
theorem eventually_period_two [Finite X] {f : X → X → ℝ} {D : ℕ → X}
    (hf : ∀ A B, f A B = f B A) (h : IsSCFSequence f D) :
    ∃ n₀, ∀ n ≥ n₀, D (n + 2) = D n := by
  -- otherwise the energy would descend forever through finitely many values
  have hex : ∃ n, D (n + 2) = D n := by
    by_contra hno
    have hanti : StrictAnti (fun n => f (D n) (D (n + 1))) :=
      strictAnti_nat_of_succ_lt
        (fun n => energy_descent hf h n (fun e => hno ⟨n, e⟩))
    refine not_injective_infinite_finite (fun n => (D n, D (n + 1))) ?_
    intro a b hab
    simp only [Prod.mk.injEq] at hab
    apply hanti.injective
    show f (D a) (D (a + 1)) = f (D b) (D (b + 1))
    rw [hab.1, hab.2]
  obtain ⟨n₀, h₀⟩ := hex
  refine ⟨n₀, fun n hn => ?_⟩
  -- once reached, period two persists
  induction n, hn using Nat.le_induction with
  | base => exact h₀
  | succ n _ ih => exact successor_determined h ih
```

The dichotomy separates the even and odd steps after `n₀`. In the first alternative the sequence equals a fixed `A` from some step on. In the second, `A ≠ B`, with `A` at the steps `n₀ + 2 * k` and `B` at the steps in between. The proof shows that each of the two subsequences is constant (`hper`, `hodd`) and then asks whether their values agree.

```lean
/-- On a finite set of determinants with symmetric `f`, an undamped self-consistent sequence
either becomes constant or ends up alternating between two different determinants. -/
theorem converges_or_oscillates [Finite X] {f : X → X → ℝ} {D : ℕ → X}
    (hf : ∀ A B, f A B = f B A) (h : IsSCFSequence f D) :
    (∃ A n₀, ∀ n ≥ n₀, D n = A) ∨
    (∃ A B n₀, A ≠ B ∧ ∀ k, D (n₀ + 2 * k) = A ∧ D (n₀ + 2 * k + 1) = B) := by
  obtain ⟨n₀, h₀⟩ := eventually_period_two hf h
  have hper : ∀ m ≥ n₀, ∀ k, D (m + 2 * k) = D m := by
    intro m hm k
    induction k with
    | zero => rfl
    | succ k ih =>
      rw [show m + 2 * (k + 1) = m + 2 * k + 2 by ring, h₀ (m + 2 * k) (by omega), ih]
  have hodd : ∀ k, D (n₀ + 2 * k + 1) = D (n₀ + 1) := by
    intro k
    rw [show n₀ + 2 * k + 1 = n₀ + 1 + 2 * k by ring]
    exact hper (n₀ + 1) (by omega) k
  by_cases heq : D (n₀ + 1) = D n₀
  · left
    refine ⟨D n₀, n₀, fun n hn => ?_⟩
    rcases Nat.even_or_odd' (n - n₀) with ⟨k, hk | hk⟩
    · rw [show n = n₀ + 2 * k by omega]
      exact hper n₀ le_rfl k
    · rw [show n = n₀ + 2 * k + 1 by omega, hodd k, heq]
  · right
    exact ⟨D n₀, D (n₀ + 1), n₀, Ne.symm heq, fun k => ⟨hper n₀ le_rfl k, hodd k⟩⟩
```

## Aufbau filling as the unique minimiser

The next two definitions are $\varepsilon_i(S)$ and $f(S,T)$. Occupied sets are of type `Finset ι`, and the energies are real numbers. The sum over `S` includes $j=i$, so the usual absence of self-interaction corresponds to $g_{ii}=0$; the theorems do not require it.

```lean
/-- Energy of spin-orbital `i` in the mean field of the occupied set `S`, with one-electron
energies `h` and pair interactions `g`. -/
def orbitalEnergy (h : ι → ℝ) (g : ι → ι → ℝ) (S : Finset ι) (i : ι) : ℝ :=
  h i + ∑ j ∈ S, g i j

/-- Two-determinant energy: the one-electron energies of `S` and `T` plus the interaction
of the electrons in `T` with those in `S`. -/
def pairEnergy (h : ι → ℝ) (g : ι → ι → ℝ) (S T : Finset ι) : ℝ :=
  ∑ i ∈ S, h i + ∑ i ∈ T, h i + ∑ i ∈ T, ∑ j ∈ S, g i j
```

`IsAufbau h g S T` says that `T` is filled from below in the field of `S`, with a strict gap between occupied and empty orbitals. The theorem on occupation updates below assumes this at every step, and for given `h` and `g` it can fail. A degenerate level that is only partly filled violates it.

```lean
/-- `T` is an aufbau filling in the field of `S`: every orbital in `T` lies strictly below
every orbital outside `T`. -/
def IsAufbau (h : ι → ℝ) (g : ι → ι → ℝ) (S T : Finset ι) : Prop :=
  ∀ i ∈ T, ∀ j, j ∉ T → orbitalEnergy h g S i < orbitalEnergy h g S j
```

The exchange argument becomes the following theorem. The statement `hpair` regroups the energy into orbital energies, `hc` says that equally many orbitals are given up and newly filled, and `m` is the highest orbital given up. The bounds `h1` and `h2` place the two sums on either side of $k\,\varepsilon_m(S)$, and `linarith` restores the common orbitals.

```lean
/-- An aufbau filling `T` in the field of `S` has strictly lower two-determinant energy with
`S` than any other occupied set with the same number of electrons. -/
theorem aufbau_unique_minimiser {h : ι → ℝ} {g : ι → ι → ℝ} {S T U : Finset ι}
    (hT : IsAufbau h g S T) (hcard : U.card = T.card) (hne : U ≠ T) :
    pairEnergy h g S T < pairEnergy h g S U := by
  classical
  have hpair : ∀ V, pairEnergy h g S V =
      ∑ i ∈ S, h i + ∑ i ∈ V, orbitalEnergy h g S i := by
    intro V
    simp only [pairEnergy, orbitalEnergy, Finset.sum_add_distrib]
    ring
  have hTU : (T \ U).Nonempty := Finset.sdiff_nonempty.mpr
    (fun hs => hne (Finset.eq_of_subset_of_card_le hs hcard.le).symm)
  have hUT : (U \ T).Nonempty := Finset.sdiff_nonempty.mpr
    (fun hs => hne (Finset.eq_of_subset_of_card_le hs hcard.ge))
  have c1 := Finset.card_sdiff_add_card_inter T U
  have c2 := Finset.card_sdiff_add_card_inter U T
  rw [Finset.inter_comm U T] at c2
  have hc : (T \ U).card = (U \ T).card := by omega
  -- the highest orbital given up lies below every orbital newly filled
  obtain ⟨m, hm, hmax⟩ := Finset.exists_max_image (T \ U) (orbitalEnergy h g S) hTU
  have h1 := Finset.sum_le_card_nsmul (T \ U) (orbitalEnergy h g S) _ hmax
  have h2 : ∑ _i ∈ U \ T, orbitalEnergy h g S m < ∑ i ∈ U \ T, orbitalEnergy h g S i :=
    Finset.sum_lt_sum_of_nonempty hUT
      (fun i hi => hT m (Finset.mem_sdiff.mp hm).1 i (Finset.mem_sdiff.mp hi).2)
  rw [Finset.sum_const, ← hc] at h2
  have s1 := Finset.sum_inter_add_sum_sdiff T U (orbitalEnergy h g S)
  have s2 := Finset.sum_inter_add_sum_sdiff U T (orbitalEnergy h g S)
  rw [Finset.inter_comm U T] at s2
  rw [hpair, hpair]
  linarith
```

## Occupation updates with fixed orbitals

For a finite set of spin-orbitals, a symmetric `g`, a constant electron number `N` and a strict aufbau filling at every step, the occupations eventually repeat after two updates. The proof first derives the symmetry of `pairEnergy` from that of `g` by exchanging the order of summation. It then applies the general theorem to the type of sets with exactly `N` elements, since aufbau filling is guaranteed to be the best choice only among determinants with the same electron number.

```lean
/-- Hartree-Fock occupation updates with finitely many fixed orbitals, a symmetric pair interaction
and a fixed electron number, each step a strict aufbau filling in the field of the previous
determinant, satisfy `D (n+2) = D n` for all sufficiently large `n`. -/
theorem hartreeFock_eventually_period_two [Fintype ι] {h : ι → ℝ} {g : ι → ι → ℝ}
    (hg : ∀ i j, g i j = g j i) {N : ℕ} {D : ℕ → Finset ι} (hN : ∀ n, (D n).card = N)
    (hD : ∀ n, IsAufbau h g (D n) (D (n + 1))) :
    ∃ n₀, ∀ n ≥ n₀, D (n + 2) = D n := by
  have hsymm : ∀ S T, pairEnergy h g S T = pairEnergy h g T S := by
    intro S T
    have hswap : ∑ i ∈ T, ∑ j ∈ S, g i j = ∑ i ∈ S, ∑ j ∈ T, g i j := by
      rw [Finset.sum_comm]
      exact Finset.sum_congr rfl fun i _ => Finset.sum_congr rfl fun j _ => hg j i
    unfold pairEnergy
    rw [hswap]
    ring
  obtain ⟨n₀, h₀⟩ := eventually_period_two
    (X := {S : Finset ι // S.card = N})
    (f := fun S T => pairEnergy h g S.1 T.1) (D := fun n => ⟨D n, hN n⟩)
    (fun S T => hsymm S.1 T.1)
    (fun n E hE => aufbau_unique_minimiser (hD n) (E.2.trans (hN (n + 1)).symm)
      (fun e => hE (Subtype.ext e)))
  exact ⟨n₀, fun n hn => congrArg Subtype.val (h₀ n hn)⟩
```

Flipping between two occupations is a familiar failure of undamped self-consistent-field calculations, and in this finite model with frozen orbitals and a gap it is the only way in which the updates can fail to converge. A full Hartree-Fock calculation also changes the orbitals at each iteration. Its determinants then form a continuum, where the finiteness argument no longer applies.

## Endless oscillation and the role of symmetry

The opening example shows that convergence cannot be promised. A spin-orbital is a pair of Boolean values, the first naming the shell and the second the spin.

```lean
/-- Both spin-orbitals of shell `s` occupied; a spin-orbital is a pair (shell, spin). -/
def closedShell (s : Bool) : Finset (Bool × Bool) := {(s, false), (s, true)}

/-- Unit repulsion between opposite spins in the same shell, and no other interaction. -/
def shellRepulsion (p q : Bool × Bool) : ℝ := if p.1 = q.1 ∧ p.2 ≠ q.2 then 1 else 0
```

The expression `n.bodd` is true for odd `n`, so `closedShell n.bodd` alternates between the shells. The theorem states that the repulsion is symmetric, that every step is a strict aufbau filling, and that consecutive determinants always differ. In the proof, `hen` computes the orbital energies: 1 in the occupied shell and 0 in the other.

```lean
/-- Two electrons in two degenerate shells, repelling only within a shell and started in a closed
shell, jump from one closed shell to the other at every aufbau update. -/
theorem hartreeFock_oscillation_witness :
    (∀ p q, shellRepulsion p q = shellRepulsion q p) ∧
    (∀ n : ℕ, IsAufbau (fun _ => 0) shellRepulsion
      (closedShell n.bodd) (closedShell (n + 1).bodd)) ∧
    (∀ n : ℕ, closedShell (n + 1).bodd ≠ closedShell n.bodd) := by
  have hmem : ∀ s p, p ∈ closedShell s ↔ p.1 = s := by decide
  have hen : ∀ s p, orbitalEnergy (fun _ => 0) shellRepulsion (closedShell s) p =
      if p.1 = s then 1 else 0 := by
    rintro s ⟨a, b⟩
    have hne : ((s, false) : Bool × Bool) ≠ (s, true) := by simp
    unfold orbitalEnergy closedShell
    rw [Finset.sum_pair hne]
    cases s <;> cases a <;> cases b <;> simp [shellRepulsion]
  have hb : ∀ n : ℕ, (n + 1).bodd = !n.bodd := fun n => Nat.bodd_succ n
  refine ⟨?_, ?_, ?_⟩
  · intro p q
    simp only [shellRepulsion, eq_comm, ne_comm]
  · intro n i hi j hj
    rw [hb, hmem] at hi hj
    have hi' : i.1 ≠ n.bodd := by
      rw [hi]
      cases n.bodd <;> simp
    have hj' : j.1 = n.bodd := by
      revert hj
      cases n.bodd <;> cases j.1 <;> simp
    rw [hen, hen, if_neg hi', if_pos hj']
    norm_num
  · intro n
    rw [hb]
    cases n.bodd <;> decide
```

The last example removes the symmetry of `f`. On the three states 0, 1, 2, counted modulo 3, moving to the cyclic successor costs 0 and every other choice costs 1.

```lean
/-- A non-symmetric cost on three states, lowest for the cyclic successor. -/
def cyclicCost (a b : ZMod 3) : ℝ := if b = a + 1 then 0 else 1
```

The sequence 0, 1, 2, 0, … consists of unique minimisers, yet it never returns after two steps, because that would require $2=0$ modulo 3. Finiteness and unique minimisation alone therefore do not force period two.

```lean
/-- For the non-symmetric cyclic cost, the sequence of unique minimisers 0, 1, 2, 0, ...
never returns after two steps. -/
theorem symmetry_needed :
    IsSCFSequence cyclicCost (fun n => (n : ZMod 3)) ∧
    ∀ n : ℕ, ((n + 2 : ℕ) : ZMod 3) ≠ (n : ZMod 3) := by
  constructor
  · intro n E hE
    have hE' : E ≠ (n : ZMod 3) + 1 := by simpa using hE
    show cyclicCost (n : ZMod 3) ((n + 1 : ℕ) : ZMod 3) < cyclicCost (n : ZMod 3) E
    unfold cyclicCost
    rw [if_pos (Nat.cast_succ n), if_neg hE']
    norm_num
  · intro n h
    push_cast at h
    have h2 : (2 : ZMod 3) = 0 := by linear_combination h
    exact absurd h2 (by decide)

end

end SCFOccupationUpdates
```

```lean
#print axioms SCFOccupationUpdates.converges_or_oscillates
-- 'SCFOccupationUpdates.converges_or_oscillates' depends on axioms: [propext, Classical.choice, Quot.sound]
#print axioms SCFOccupationUpdates.hartreeFock_eventually_period_two
-- 'SCFOccupationUpdates.hartreeFock_eventually_period_two' depends on axioms: [propext, Classical.choice, Quot.sound]
#print axioms SCFOccupationUpdates.symmetry_needed
-- 'SCFOccupationUpdates.symmetry_needed' depends on axioms: [propext, Classical.choice, Quot.sound]
```
